# Berry smoothing for a model integral: the Stokes multiplier tends to an error function

For every real $s$, as $A\to\infty$ through the real numbers,

$$
\sqrt{\frac{A}{2\pi}}\int_{-\pi}^{s/\sqrt A} e^{A(e^{i\theta}-1-i\theta)}\,d\theta
\;\longrightarrow\;
\frac{1}{\sqrt{2\pi}}\int_{-\infty}^{s}e^{-u^2/2}\,du
=\frac{1+\operatorname{erf}(s/\sqrt2)}{2}.
$$

## A small exponential near a Stokes line

In WKB theory a solution can contain a large exponential and a small one. Across a Stokes line, where the large one dominates most strongly, the coefficient of the small one changes. The fraction of this change that has taken place is called the Stokes multiplier here, and Berry smoothing describes it as a continuous switch instead of a jump.

Here the multiplier is defined by the integral on the left. The parameter $A$ stands for the size of the difference between the two exponents, an action difference divided by $\hbar$. The upper limit $s/\sqrt A$ stands for the phase of this difference, which is zero on the Stokes line. This phase serves as the distance from the line, and $s$ measures it in units of $1/\sqrt A$.

The result gives the switching profile relevant to semiclassical wave functions, but only for this model integral. Deriving the integral from a Schrödinger equation, or from the truncated divergent series in which Berry smoothing is usually formulated, is a separate task.

## From the saddle to the Gaussian

Write $\varphi(\theta)=e^{i\theta}-1-i\theta$. Its derivative $i(e^{i\theta}-1)$ vanishes at $\theta=0$, which is the saddle.

**A bound on the whole range.** The real part of $\varphi$ is $\cos\theta-1=-2\sin^2(|\theta|/2)$. For $|\theta|\le\pi$, Jordan's inequality gives $\sin(|\theta|/2)\ge|\theta|/\pi$. Hence, for $A\ge0$,

$$
\left|e^{A\varphi(\theta)}\right|\le e^{-2A\theta^2/\pi^2}.
$$

**The exponent near the saddle.** The terms of the exponential series up to second order give $\varphi(\theta)\approx-\theta^2/2$. For $|\theta|\le1$ the remainder obeys

$$
\left|\varphi(\theta)+\frac{\theta^2}{2}\right|
\le\sum_{n\ge3}\frac{|\theta|^n}{n!}
\le|\theta|^3\sum_{n\ge3}\frac1{n!}\le|\theta|^3.
$$

**The scaled exponent.** Fix $u$ and put $\theta=u/\sqrt A$, so that $A\theta^2=u^2$. Once $A$ is large enough that $|\theta|\le1$,

$$
\left|A\varphi(\theta)+\frac{u^2}{2}\right|\le A|\theta|^3=u^2|\theta|=\frac{|u|^3}{\sqrt A}\to0.
$$

**The change of variable.** Since $d\theta=du/\sqrt A$, the multiplier equals

$$
\frac1{\sqrt{2\pi}}\int_{-\pi\sqrt A}^{s}e^{A\varphi(u/\sqrt A)}\,du .
$$

**The limit.** When $\pi\sqrt A\ge|s|$, every $u$ in the integration range satisfies $|u/\sqrt A|\le\pi$. The integrand is then bounded by $e^{-2u^2/\pi^2}$, which is integrable and independent of $A$. The lower limit goes to $-\infty$ and the integrand tends to $e^{-u^2/2}$, so dominated convergence gives the Gaussian integral.

**The error function.** The half line $u\le0$ contributes $\sqrt{2\pi}/2$. With $u=\sqrt2\,t$,

$$
\int_0^s e^{-u^2/2}du=\sqrt2\int_0^{s/\sqrt2}e^{-t^2}dt
=\frac{\sqrt{2\pi}}2\operatorname{erf}(s/\sqrt2).
$$

Adding the two contributions and dividing by $\sqrt{2\pi}$ gives the stated form.

## On the line and far from it

At $s=0$ the error function vanishes, so the multiplier tends to $1/2$: on the Stokes line the small exponential is half switched on. The limiting profile tends to $0$ as $s\to-\infty$, because the remaining Gaussian tail vanishes, and to $1$ as $s\to+\infty$, because the full Gaussian integral is $\sqrt{2\pi}$. In these last two limits, $A\to\infty$ has already been taken at fixed $s$.

## Why the angle is restricted

The Gaussian bound on the integrand fails if $|\theta|\le\pi$ is dropped altogether. At $\theta=2\pi$ the exponent is $-2\pi iA$, so the integrand has modulus $1$, whereas the bound would be $e^{-8A}<1$ for $A>0$. The bound therefore cannot hold on a range that contains $2\pi$.

## The statement in Lean

`stokesPhase` is $\varphi$, and `stokesMultiplier A s` is the normalised integral at finite $A$. It is complex-valued, since the integrand is complex. `smoothStep s` is the real Gaussian integral over `Iic s`, the half line $u\le s$, including its prefactor. `erf` is defined in the file with the usual factor $2/\sqrt\pi$.

In `berry_smoothing`, the real number `s` is fixed and `atTop` means $A\to\infty$ through real values. The target `(smoothStep s : ℂ)` is the real limit regarded as a complex number, so the theorem also says that the imaginary part of the multiplier tends to zero. There is no further hypothesis. The theorem gives neither a rate of convergence nor uniformity in $s$.

`smoothStep_eq_erf` is the identity with the error function, `half_on_stokes_line` is the case $s=0$, and `complete_switching` contains the two limits of the profile.

```lean
import Mathlib

open MeasureTheory Filter Set
open scoped Real Topology

namespace BerrySmoothing

noncomputable section

/-- The exponent `e^{iθ} - 1 - iθ`, which has a saddle at `θ = 0`. -/
def stokesPhase (θ : ℝ) : ℂ :=
  Complex.exp (θ * Complex.I) - 1 - θ * Complex.I

/-- The Stokes multiplier at large parameter `A > 0` and scaled distance `s` from the Stokes
line: the normalised integral of `exp (A (e^{iθ} - 1 - iθ))` from `-π` to `s/√A`. -/
def stokesMultiplier (A s : ℝ) : ℂ :=
  (√(A / (2 * π)) : ℝ) * ∫ θ in (-π)..(s / √A), Complex.exp (A * stokesPhase θ)

/-- The smooth step: the normalised Gaussian integrated over all `u ≤ s`. -/
def smoothStep (s : ℝ) : ℝ :=
  (√(2 * π))⁻¹ * ∫ u in Iic s, Real.exp (-u ^ 2 / 2)

/-- The error function. -/
def erf (x : ℝ) : ℝ :=
  2 / √π * ∫ t in (0 : ℝ)..x, Real.exp (-t ^ 2)

/-- For `A ≥ 0` and `|θ| ≤ π` the integrand is bounded in modulus by `exp (-2Aθ²/π²)`. -/
theorem norm_integrand_le {A θ : ℝ} (hA : 0 ≤ A) (hθ : |θ| ≤ π) :
    ‖Complex.exp (A * stokesPhase θ)‖ ≤ Real.exp (-(2 / π ^ 2) * (A * θ ^ 2)) := by
  have hre : ((A : ℂ) * stokesPhase θ).re = A * (Real.cos θ - 1) := by
    simp [stokesPhase, Complex.exp_ofReal_mul_I_re]
  have hc : Real.cos θ = 1 - 2 * Real.sin (|θ| / 2) ^ 2 := by
    have h := Real.cos_two_mul (|θ| / 2)
    rw [show 2 * (|θ| / 2) = |θ| by ring, Real.cos_abs] at h
    linarith [Real.sin_sq_add_cos_sq (|θ| / 2)]
  -- Jordan's inequality for the half angle
  have hj : 2 / π * (|θ| / 2) ≤ Real.sin (|θ| / 2) :=
    Real.mul_le_sin (by positivity) (by linarith)
  have hsq := pow_le_pow_left₀ (by positivity) hj 2
  have he : (2 / π * (|θ| / 2)) ^ 2 = θ ^ 2 / π ^ 2 := by
    rw [mul_pow, div_pow, div_pow, sq_abs]
    ring
  rw [he] at hsq
  have hm := mul_le_mul_of_nonneg_left hsq hA
  rw [Complex.norm_exp, hre, hc]
  apply Real.exp_le_exp.mpr
  calc A * (1 - 2 * Real.sin (|θ| / 2) ^ 2 - 1)
      = -2 * (A * Real.sin (|θ| / 2) ^ 2) := by ring
    _ ≤ -2 * (A * (θ ^ 2 / π ^ 2)) := by linarith
    _ = -(2 / π ^ 2) * (A * θ ^ 2) := by ring

/-- For `|θ| ≤ 1` the exponent equals `-θ²/2` up to an error of at most `|θ|³`. -/
theorem saddle_expansion {θ : ℝ} (hθ : |θ| ≤ 1) :
    ‖stokesPhase θ + (θ : ℂ) ^ 2 / 2‖ ≤ |θ| ^ 3 := by
  have hn : ‖(θ : ℂ) * Complex.I‖ = |θ| := by simp
  have h := Complex.exp_bound (x := (θ : ℂ) * Complex.I) (n := 3) (by rw [hn]; exact hθ)
    (by norm_num)
  have e : Complex.exp (θ * Complex.I)
      - ∑ m ∈ Finset.range 3, ((θ : ℂ) * Complex.I) ^ m / (m.factorial : ℂ)
      = stokesPhase θ + (θ : ℂ) ^ 2 / 2 := by
    simp only [Finset.sum_range_succ, Finset.sum_range_zero, Nat.factorial, stokesPhase]
    push_cast
    linear_combination (-(θ : ℂ) ^ 2 / 2) * Complex.I_sq
  rw [e, hn] at h
  exact h.trans (mul_le_of_le_one_right (by positivity) (by norm_num [Nat.factorial]))

/-- For fixed `u`, the scaled exponent `A * stokesPhase (u/√A)` tends to `-u²/2` as `A → ∞`. -/
theorem scaled_phase_limit (u : ℝ) :
    Tendsto (fun A : ℝ => (A : ℂ) * stokesPhase (u / √A)) atTop (𝓝 (-(u : ℂ) ^ 2 / 2)) := by
  have h0 : Tendsto (fun A : ℝ => u / √A) atTop (𝓝 0) :=
    Real.tendsto_sqrt_atTop.const_div_atTop u
  have ha : Tendsto (fun A : ℝ => |u / √A|) atTop (𝓝 0) := by
    have h := h0.abs
    rwa [abs_zero] at h
  have h1 : Tendsto (fun A : ℝ => u ^ 2 * |u / √A|) atTop (𝓝 0) := by
    have h := ha.const_mul (u ^ 2)
    rwa [mul_zero] at h
  rw [tendsto_iff_norm_sub_tendsto_zero]
  refine squeeze_zero' (Eventually.of_forall fun _ => norm_nonneg _) ?_ h1
  filter_upwards [ha.eventually_lt_const one_pos, eventually_gt_atTop 0] with A hA hpos
  have hs : A * (u / √A) ^ 2 = u ^ 2 := by
    rw [div_pow, Real.sq_sqrt hpos.le]
    field_simp
  generalize u / √A = θ at hA hs ⊢
  have hsC : (A : ℂ) * (θ : ℂ) ^ 2 = (u : ℂ) ^ 2 := by exact_mod_cast hs
  calc ‖(A : ℂ) * stokesPhase θ - -(u : ℂ) ^ 2 / 2‖
      = ‖(A : ℂ) * (stokesPhase θ + (θ : ℂ) ^ 2 / 2)‖ := by
        congr 1
        linear_combination (-1 / 2) * hsC
    _ = A * ‖stokesPhase θ + (θ : ℂ) ^ 2 / 2‖ := by
        rw [norm_mul, Complex.norm_real, Real.norm_of_nonneg hpos.le]
    _ ≤ A * |θ| ^ 3 := mul_le_mul_of_nonneg_left (saddle_expansion hA.le) hpos.le
    _ = u ^ 2 * |θ| := by
        rw [← hs, ← sq_abs θ]
        ring

/-- For `A > 0` the multiplier is an integral over the stretched angle `u = √A θ`. -/
theorem multiplier_rescaled {A : ℝ} (hA : 0 < A) (s : ℝ) :
    stokesMultiplier A s = (((√(2 * π))⁻¹ : ℝ) : ℂ) *
      ∫ u in (-(π * √A))..s, Complex.exp (A * stokesPhase (u / √A)) := by
  have hr : √A ≠ 0 := (Real.sqrt_pos.mpr hA).ne'
  have h : (∫ u in (-(π * √A))..s, Complex.exp (A * stokesPhase (u / √A)))
      = √A • ∫ θ in (-(π * √A) / √A)..(s / √A), Complex.exp (A * stokesPhase θ) :=
    intervalIntegral.integral_comp_div (fun θ : ℝ => Complex.exp (A * stokesPhase θ)) hr
  have hd : -(π * √A) / √A = -π := by
    rw [neg_div, mul_div_cancel_right₀ _ hr]
  have hc : √(A / (2 * π)) = (√(2 * π))⁻¹ * √A := by
    rw [Real.sqrt_div hA.le, div_eq_inv_mul]
  rw [stokesMultiplier, h, hd, hc, Complex.real_smul, Complex.ofReal_mul, mul_assoc]

/-- Berry smoothing: at fixed scaled distance `s` from the Stokes line, the Stokes multiplier
tends to the normalised Gaussian integral up to `s` as `A → ∞`. -/
theorem berry_smoothing (s : ℝ) :
    Tendsto (fun A : ℝ => stokesMultiplier A s) atTop (𝓝 (smoothStep s : ℂ)) := by
  have hlow : Tendsto (fun A : ℝ => π * √A) atTop atTop :=
    Real.tendsto_sqrt_atTop.const_mul_atTop Real.pi_pos
  -- dominated convergence on the whole line
  have key : Tendsto (fun A : ℝ => ∫ u, (Ioc (-(π * √A)) s).indicator
      (fun u : ℝ => Complex.exp (A * stokesPhase (u / √A))) u) atTop
      (𝓝 (∫ u, (Iic s).indicator (fun u : ℝ => Complex.exp (-(u : ℂ) ^ 2 / 2)) u)) := by
    refine tendsto_integral_filter_of_dominated_convergence
      (fun u : ℝ => Real.exp (-(2 / π ^ 2) * u ^ 2)) ?_ ?_
      (integrable_exp_neg_mul_sq (by positivity)) ?_
    · refine Eventually.of_forall fun A => ?_
      have hcont : Continuous (fun u : ℝ => Complex.exp (A * stokesPhase (u / √A))) := by
        unfold stokesPhase
        fun_prop
      exact hcont.aestronglyMeasurable.indicator measurableSet_Ioc
    · filter_upwards [eventually_gt_atTop 0, hlow.eventually_ge_atTop s] with A hA hs
      refine Eventually.of_forall fun u => ?_
      by_cases hu : u ∈ Ioc (-(π * √A)) s
      · have hr : 0 < √A := Real.sqrt_pos.mpr hA
        have hb : |u / √A| ≤ π := by
          rw [abs_div, abs_of_pos hr, div_le_iff₀ hr]
          exact abs_le.mpr ⟨hu.1.le, hu.2.trans hs⟩
        have hq : A * (u / √A) ^ 2 = u ^ 2 := by
          rw [div_pow, Real.sq_sqrt hA.le]
          field_simp
        have h := norm_integrand_le hA.le hb
        rw [hq] at h
        rw [Set.indicator_of_mem hu]
        exact h
      · rw [Set.indicator_of_notMem hu, norm_zero]
        exact (Real.exp_pos _).le
    · refine Eventually.of_forall fun u => ?_
      by_cases hu : u ≤ s
      · rw [Set.indicator_of_mem (show u ∈ Iic s from hu)]
        refine ((Complex.continuous_exp.tendsto _).comp (scaled_phase_limit u)).congr' ?_
        filter_upwards [hlow.eventually_gt_atTop (-u)] with A hA
        have hm : u ∈ Ioc (-(π * √A)) s := ⟨by linarith, hu⟩
        have h := Set.indicator_of_mem hm
          (fun v : ℝ => Complex.exp (A * stokesPhase (v / √A)))
        exact h.symm
      · simp [Set.indicator, hu]
  have hlim : (∫ u, (Iic s).indicator (fun u : ℝ => Complex.exp (-(u : ℂ) ^ 2 / 2)) u)
      = ((∫ u in Iic s, Real.exp (-u ^ 2 / 2) : ℝ) : ℂ) := by
    rw [integral_indicator measurableSet_Iic, ← integral_complex_ofReal]
    refine integral_congr_ae (Eventually.of_forall fun u => ?_)
    simp
  rw [hlim] at key
  rw [smoothStep, Complex.ofReal_mul]
  refine (key.const_mul (((√(2 * π))⁻¹ : ℝ) : ℂ)).congr' ?_
  filter_upwards [eventually_gt_atTop 0, hlow.eventually_ge_atTop (-s)] with A hA hs
  rw [multiplier_rescaled hA, integral_indicator measurableSet_Ioc,
    intervalIntegral.integral_of_le (show -(π * √A) ≤ s by linarith)]

/-- The smooth step is the error function, shifted and scaled: `(1 + erf (s/√2)) / 2`. -/
theorem smoothStep_eq_erf (s : ℝ) : smoothStep s = (1 + erf (s / √2)) / 2 := by
  have gi : Integrable (fun u : ℝ => Real.exp (-u ^ 2 / 2)) := by
    refine (integrable_exp_neg_mul_sq (b := 1 / 2) (by norm_num)).congr
      (Eventually.of_forall fun u => ?_)
    show Real.exp _ = Real.exp _
    congr 1
    ring
  -- the half line u ≤ 0 carries half of the Gaussian weight
  have hhalf : ∫ u in Iic (0 : ℝ), Real.exp (-u ^ 2 / 2) = √(2 * π) / 2 := by
    have h := integral_comp_neg_Iic 0 (fun u : ℝ => Real.exp (-u ^ 2 / 2))
    simp only [neg_sq, neg_zero] at h
    have g := integral_gaussian_Ioi (1 / 2)
    rw [show π / (1 / 2) = 2 * π by ring] at g
    rw [h, ← g]
    refine integral_congr_ae (Eventually.of_forall fun u => ?_)
    show Real.exp _ = Real.exp _
    congr 1
    ring
  have h1 := intervalIntegral.integral_Iic_sub_Iic
    (gi.integrableOn (s := Iic 0)) (gi.integrableOn (s := Iic s))
  have h2 : ∫ u in (0 : ℝ)..s, Real.exp (-u ^ 2 / 2)
      = √2 * ∫ t in (0 : ℝ)..(s / √2), Real.exp (-t ^ 2) := by
    have h := intervalIntegral.integral_comp_div (a := 0) (b := s)
      (fun t : ℝ => Real.exp (-t ^ 2)) (show √2 ≠ 0 by positivity)
    simp only [div_pow, Real.sq_sqrt (zero_le_two : (0 : ℝ) ≤ 2), zero_div, smul_eq_mul] at h
    rw [← h]
    simp only [neg_div]
  have h3 : ∫ u in Iic s, Real.exp (-u ^ 2 / 2)
      = √(2 * π) / 2 + √2 * ∫ t in (0 : ℝ)..(s / √2), Real.exp (-t ^ 2) := by
    linarith
  have ha : √2 ≠ 0 := by positivity
  have hb : √π ≠ 0 := by positivity
  rw [smoothStep, erf, h3, Real.sqrt_mul (zero_le_two : (0 : ℝ) ≤ 2)]
  generalize (∫ t in (0 : ℝ)..(s / √2), Real.exp (-t ^ 2)) = J
  generalize √2 = a at ha ⊢
  generalize √π = b at hb ⊢
  field_simp

/-- On the Stokes line itself, `s = 0`, the multiplier tends to one half as `A → ∞`. -/
theorem half_on_stokes_line :
    Tendsto (fun A : ℝ => stokesMultiplier A 0) atTop (𝓝 (1 / 2)) := by
  have h := berry_smoothing 0
  rw [smoothStep_eq_erf] at h
  simpa [erf] using h

/-- The smooth step tends to `0` as `s → -∞` and to `1` as `s → +∞`. -/
theorem complete_switching :
    Tendsto smoothStep atBot (𝓝 0) ∧ Tendsto smoothStep atTop (𝓝 1) := by
  have e : (fun u : ℝ => Real.exp (-u ^ 2 / 2)) = fun u => Real.exp (-(1 / 2) * u ^ 2) := by
    funext u
    congr 1
    ring
  have gi : Integrable (fun u : ℝ => Real.exp (-u ^ 2 / 2)) := by
    rw [e]
    exact integrable_exp_neg_mul_sq (by norm_num)
  constructor
  · -- the part of the half line beyond s exhausts it as s → -∞
    have h := (intervalIntegral_tendsto_integral_Iic (0 : ℝ) gi.integrableOn
      (tendsto_id : Tendsto id atBot atBot)).const_sub
        (∫ u in Iic (0 : ℝ), Real.exp (-u ^ 2 / 2))
    have h' := h.const_mul (√(2 * π))⁻¹
    rw [sub_self, mul_zero] at h'
    refine h'.congr fun s => ?_
    have hs := intervalIntegral.integral_Iic_sub_Iic
      (gi.integrableOn (s := Iic s)) (gi.integrableOn (s := Iic 0))
    rw [smoothStep, id, ← hs, sub_sub_cancel]
  · have h := ((aecover_Iic (μ := (volume : Measure ℝ))
      (tendsto_id : Tendsto id atTop atTop)).integral_tendsto_of_countably_generated
        gi).const_mul (√(2 * π))⁻¹
    have g : ∫ u : ℝ, Real.exp (-u ^ 2 / 2) = √(2 * π) := by
      rw [e, integral_gaussian, show π / (1 / 2) = 2 * π by ring]
    rw [g, inv_mul_cancel₀ (show √(2 * π) ≠ 0 by positivity)] at h
    exact h

end

end BerrySmoothing
```

```lean
#print axioms BerrySmoothing.berry_smoothing
#print axioms BerrySmoothing.half_on_stokes_line
#print axioms BerrySmoothing.complete_switching
```

```
'BerrySmoothing.berry_smoothing' depends on axioms: [propext, Classical.choice, Quot.sound]
'BerrySmoothing.half_on_stokes_line' depends on axioms: [propext, Classical.choice, Quot.sound]
'BerrySmoothing.complete_switching' depends on axioms: [propext, Classical.choice, Quot.sound]
```

## How the lemmas carry the argument

`norm_integrand_le` computes the real part in `hre`, rewrites the cosine by the half-angle formula in `hc`, and applies Jordan's inequality in `hj`. The squared inequality is multiplied by $A$ in `hm`, and the final `calc` supplies the factor $-2$.

`saddle_expansion` applies Mathlib's remainder bound `Complex.exp_bound` with three terms at $x=i\theta$. The equation `e` identifies this remainder with $\varphi(\theta)+\theta^2/2$, using $i^2=-1$. The numerical factor in the library bound is below one and is discarded.

`scaled_phase_limit` squeezes the error between zero and $u^2|u/\sqrt A|$. Its `filter_upwards` step restricts attention to positive $A$ with $|u/\sqrt A|<1$, where the saddle estimate applies. `multiplier_rescaled` is the substitution $\theta=u/\sqrt A$, with the prefactor split in `hc`.

In `berry_smoothing`, the range of integration depends on $A$, while the dominated convergence theorem works on a fixed domain. The integrand is therefore multiplied by the indicator function of $(-\pi\sqrt A,s]$ and integrated over the whole line. The bullets under `key` establish measurability, the Gaussian bound for large $A$, and pointwise convergence. For $u\le s$, the point $u$ eventually lies inside the interval; for $u>s$, both indicators vanish. `hlim` then turns the complex limit integral into the real one, and the last lines restore the prefactor through `multiplier_rescaled`.

`smoothStep_eq_erf` follows the calculation above: `hhalf` is the half-line integral, `h2` the substitution $u=\sqrt2\,t$, and `h3` their sum. `half_on_stokes_line` inserts $s=0$ into the two preceding theorems. For `complete_switching`, the limit at $-\infty$ comes from subtracting $\int_s^0$ from the integral over $u\le0$. The limit at $+\infty$ comes from half lines that grow to cover the real line, together with the full Gaussian integral.
